# A conjugate-linear map with \(T^2=\pm1\) is antiunitary for the inner product \(\langle x,y\rangle+\langle Ty,Tx\rangle\)

Take \(\mathbb{C}^2\) with vectors \(x=(x_0,x_1)\), the standard product \(\langle x,y\rangle=\bar x_0y_0+\bar x_1y_1\), a sign \(s=\pm1\), and the map
\[ T(x_0,x_1)=(2s\,\bar x_1,\ \bar x_0/2). \]
It is conjugate-linear, and applying it twice gives \(T^2x=(2s\,x_0/2,\ 2s\,x_1/2)=sx\). It does not preserve lengths: the unit vector \((1,0)\) goes to \((0,1/2)\). Add to the product of two vectors the product of their images, in the opposite order:
\[ (x,y)=\langle x,y\rangle+\langle Ty,Tx\rangle=\bar x_0y_0+\bar x_1y_1+4\,y_1\bar x_1+\tfrac14\,y_0\bar x_0=\tfrac54\,\bar x_0y_0+5\,\bar x_1y_1 . \]
With these weights
\[ (Tx,Ty)=\tfrac54\cdot4\,x_1\bar y_1+5\cdot\tfrac14\,x_0\bar y_0=(y,x), \]
which, together with bijectivity, is the relation that defines an antiunitary operator. The vectors \(f_0=(2/\sqrt5,0)\) and \(f_1=(0,1/\sqrt5)\) are orthonormal for the new product, with \(Tf_0=f_1\) and \(Tf_1=sf_0\); for \(s=-1\) this is the form of spin-1/2 time reversal. One dimension shows nothing of the kind, because \(Tz=c\bar z\), with \(z\in\mathbb{C}\) and a constant \(c\), has \(T^2=|c|^2\), so \(T^2=1\) already makes \(T\) isometric and \(T^2=-1\) is impossible. These explicit weights, and the counterexamples given below for missing hypotheses, are worked out in the prose only and are not among the Lean theorems.

## The space and its given inner product

```lean
import Mathlib

open scoped InnerProductSpace
open ComplexConjugate

namespace AveragedAntiunitary

noncomputable section

variable {V : Type*} [NormedAddCommGroup V] [InnerProductSpace ℂ V]
```

`V` is any complex inner-product space. Neither completeness nor finite dimension is assumed at this point. Mathlib's `⟪x, y⟫_ℂ` is conjugate-linear in the first slot and linear in the second, as in Dirac notation. This product is the given one, the one from which transition probabilities would be computed if `V` is a state space.

```lean
/-- A form `B` is a positive definite Hermitian inner product: linear in the second slot,
Hermitian, and with positive `Re B(x,x)` for every nonzero `x`. -/
structure IsInnerProduct (B : V → V → ℂ) : Prop where
  add_right : ∀ x y z, B x (y + z) = B x y + B x z
  smul_right : ∀ (c : ℂ) x y, B x (c • y) = c * B x y
  conj_symm : ∀ x y, conj (B y x) = B x y
  pos : ∀ x, x ≠ 0 → 0 < (B x x).re
```

`IsInnerProduct B` lists what is demanded of a form \(B(x,y)\): additivity and homogeneity in \(y\), the Hermitian symmetry \(\overline{B(y,x)}=B(x,y)\), and \(\operatorname{Re}B(x,x)>0\) for \(x\ne0\). Conjugate-linearity in \(x\) follows from the first three, and Hermitian symmetry makes \(B(x,x)\) real, so the last field is ordinary positive definiteness. It is a predicate on a function of two vectors and says nothing about the completeness of the new norm or its equivalence to the old one.

```lean
/-- A conjugate-linear `T` is antiunitary for the form `B` if it is bijective and
`B(Tx,Ty) = B(y,x)`. -/
def IsAntiunitary (B : V → V → ℂ) (T : V →ₛₗ[starRingEnd ℂ] V) : Prop :=
  Function.Bijective T ∧ ∀ x y, B (T x) (T y) = B y x
```

The type `V →ₛₗ[starRingEnd ℂ] V` is that of additive maps with \(T(cx)=\bar c\,Tx\), defined on all of `V` and not assumed bounded. `IsAntiunitary B T` asks for bijectivity and for \(B(Tx,Ty)=B(y,x)\), which equals \(\overline{B(x,y)}\) when \(B\) is Hermitian.

## Conjugate-linearity makes the sum an inner product

An operation that commutes with position and reverses momentum must send \(i\) to \(-i\) to respect the canonical commutator, and conjugate-linearity expresses this property of time reversal. The form is the sum of the two terms, without a factor \(1/2\).

```lean
/-- The averaged form `(x,y) = ⟨x,y⟩ + ⟨Ty,Tx⟩` of a conjugate-linear operator `T`. -/
def averaged (T : V →ₛₗ[starRingEnd ℂ] V) (x y : V) : ℂ :=
  ⟪x, y⟫_ℂ + ⟪T y, T x⟫_ℂ
```

By hand the hypothesis enters once. For a complex number \(c\),
\[ \langle T(cy),Tx\rangle=\langle\bar c\,Ty,Tx\rangle=c\,\langle Ty,Tx\rangle, \]
so the second term is linear in \(y\) like the first, and \((x,cy)=c\,(x,y)\). Additivity in \(y\) comes from additivity of \(T\). Hermitian symmetry holds term by term,
\[ \overline{(y,x)}=\overline{\langle y,x\rangle}+\overline{\langle Tx,Ty\rangle}=\langle x,y\rangle+\langle Ty,Tx\rangle . \]
Positivity uses only the given product: \((x,x)=\|x\|^2+\|Tx\|^2\ge\|x\|^2>0\) for \(x\neq0\).

```lean
/-- The real part of `(x,x)` is `‖x‖² + ‖Tx‖²`. -/
theorem averaged_self_re (T : V →ₛₗ[starRingEnd ℂ] V) (x : V) :
    (averaged T x x).re = ‖x‖ ^ 2 + ‖T x‖ ^ 2 := by
  have h : ∀ v : V, (⟪v, v⟫_ℂ).re = ‖v‖ ^ 2 := fun v => inner_self_eq_norm_sq (𝕜 := ℂ) v
  rw [averaged, Complex.add_re, h, h]
```

`averaged_self_re` is the identity for \(\operatorname{Re}(x,x)\), obtained by applying \(\operatorname{Re}\langle v,v\rangle=\|v\|^2\) to \(v=x\) and to \(v=Tx\).

```lean
/-- For every conjugate-linear `T` the averaged form is a positive definite Hermitian
inner product. -/
theorem averaged_isInnerProduct (T : V →ₛₗ[starRingEnd ℂ] V) :
    IsInnerProduct (averaged T) where
  add_right x y z := by
    simp only [averaged, map_add, inner_add_right, inner_add_left]
    ring
  smul_right c x y := by
    -- the conjugation from `T` cancels the one from the first slot
    simp only [averaged, LinearMap.map_smulₛₗ, inner_smul_right, inner_smul_left,
      starRingEnd_self_apply]
    ring
  conj_symm x y := by
    simp only [averaged, map_add, inner_conj_symm]
  pos x hx := by
    rw [averaged_self_re]
    have h : 0 < ‖x‖ := norm_pos_iff.mpr hx
    positivity
```

The four fields match the four steps. In `smul_right`, `LinearMap.map_smulₛₗ` pulls out \(\bar c\), `inner_smul_left` conjugates it again, and `starRingEnd_self_apply` cancels the two bars. No condition on \(T^2\) appears, so the theorem covers every conjugate-linear map, including zero. For a nonzero linear map the same formula fails: with the identity it gives \(2\operatorname{Re}\langle x,y\rangle\), which is not complex-linear in \(y\).

## The square of \(T\) is a sign

The condition \(T^2=\varepsilon\) with \(\varepsilon=\pm1\) says that reversing twice returns every vector up to one overall sign; for time reversal the sign is \(+1\) for integer total spin and \(-1\) for half-integer total spin, as with an odd number of electrons. It is assumed here and not derived from spin. To see what it is needed for, expand both sides of the antiunitary relation:
\[ (Tx,Ty)=\langle Tx,Ty\rangle+\langle T^2y,T^2x\rangle,\qquad (y,x)=\langle y,x\rangle+\langle Tx,Ty\rangle . \]
The term \(\langle Tx,Ty\rangle\) cancels and leaves
\[ (Tx,Ty)-(y,x)=\langle T^2y,T^2x\rangle-\langle y,x\rangle . \]
Hence the relation holds for all pairs exactly when \(T^2\) preserves the given product.

```lean
/-- The relation `(Tx,Ty) = (y,x)` holds for the averaged form exactly when `T²` preserves
the original inner product. -/
theorem averaged_reverses_iff (T : V →ₛₗ[starRingEnd ℂ] V) :
    (∀ x y, averaged T (T x) (T y) = averaged T y x) ↔
      ∀ x y, ⟪T (T x), T (T y)⟫_ℂ = ⟪x, y⟫_ℂ := by
  unfold averaged
  -- the term ⟨Tx,Ty⟩ appears on both sides
  constructor
  · intro h x y
    linear_combination h y x
  · intro h x y
    linear_combination h y x
```

Each direction is this cancellation, done by `linear_combination h y x`, where the swapped arguments account for the order of \(x\) and \(y\) on the right-hand side. The equivalence also settles what happens when the square is something else. The map of the opening with \(s=2\) has \(\langle T^2x,T^2y\rangle=4\langle x,y\rangle\); its averaged form is still an inner product, but \(T\) does not reverse it.

With \(T^2=\varepsilon\) two steps remain. First, \(\langle\varepsilon x,\varepsilon y\rangle=\bar\varepsilon\varepsilon\,\langle x,y\rangle=\langle x,y\rangle\). Second, \(T^4x=\varepsilon\,T^2x=\varepsilon^2x=x\), so \(T^3\) is a two-sided inverse of \(T\).

```lean
/-- If `T` is conjugate-linear with `T² = 1` or `T² = -1`, the averaged form is a positive
definite Hermitian inner product for which `T` is antiunitary. -/
theorem averaged_antiunitary (T : V →ₛₗ[starRingEnd ℂ] V) (ε : ℂ) (hε : ε = 1 ∨ ε = -1)
    (hT : ∀ x, T (T x) = ε • x) :
    IsInnerProduct (averaged T) ∧ IsAntiunitary (averaged T) T := by
  -- T⁴ = 1, so T³ inverts T
  have h4 : ∀ x, T (T (T (T x))) = x := by
    intro x
    rw [hT (T (T x)), hT x, smul_smul]
    rcases hε with h | h <;> simp [h]
  refine ⟨averaged_isInnerProduct T, ?_, (averaged_reverses_iff T).mpr ?_⟩
  · exact Function.bijective_iff_has_inverse.mpr ⟨fun x => T (T (T x)), h4, h4⟩
  · intro x y
    have h1 : ⟪T (T x), T (T y)⟫_ℂ = ⟪ε • x, ε • y⟫_ℂ :=
      congrArg₂ (fun u v : V => ⟪u, v⟫_ℂ) (hT x) (hT y)
    rw [h1, inner_smul_left, inner_smul_right]
    rcases hε with h | h <;> simp [h]
```

In words: for a conjugate-linear \(T\) on any complex inner-product space and a complex number `ε` equal to \(1\) or \(-1\) (`hε`) with \(T(Tx)=\varepsilon x\) for all \(x\) (`hT`), the averaged form is an inner product and \(T\) is antiunitary for it. Both hypotheses are used twice. In `h4` they give \(T^4=1\), and `h4` then serves as both the left-inverse and the right-inverse condition for `fun x => T (T (T x))`. In the last branch `h1` replaces \(T^2\) by \(\varepsilon\) in both slots, the scalars come out as \(\bar\varepsilon\varepsilon\), and the case split on the sign reduces this to one.

In a finite non-orthogonal basis whose span is invariant under time reversal, the operator acts on coefficient vectors as a conjugate-linear map with square \(\pm1\). It always respects the physical product, weighted by the overlap matrix of the basis, and it also respects the plain dot product when it maps basis functions onto basis functions up to a phase, as in a Kramers-paired basis. For a general basis of the span it need not respect the dot product, and the theorem, applied with the dot product as the given one, supplies a product that it does respect, which need not coincide with the overlap-weighted one. That product depends on \(T\), and an operator Hermitian for the given product need not be Hermitian for the new one.

## Finite dimension supplies surjectivity when \(T^2\) is only an isometry

Finite dimension stands for a truncated basis or a spin multiplet. The main theorem does without it, since \(T^3\) is an explicit inverse. It is needed when \(T^2=\pm1\) is weakened to \(\langle T^2x,T^2y\rangle=\langle x,y\rangle\). The map \(W=T^2\) is linear, as \(T(T(cx))=T(\bar c\,Tx)=c\,T^2x\). If \(Wx=0\) then \(\langle x,x\rangle=\langle Wx,Wx\rangle=0\), so \(W\) is injective, and an injective linear map on a finite-dimensional space is surjective. If \(Ta=Tb\) for vectors \(a,b\), then \(Wa=Wb\) and \(a=b\); and any \(y=Wx\) is the image under \(T\) of \(Tx\).

```lean
/-- In finite dimension `T` is antiunitary for the averaged form exactly when `T²` preserves
the original inner product. -/
theorem averaged_antiunitary_iff [FiniteDimensional ℂ V] (T : V →ₛₗ[starRingEnd ℂ] V) :
    IsAntiunitary (averaged T) T ↔ ∀ x y, ⟪T (T x), T (T y)⟫_ℂ = ⟪x, y⟫_ℂ := by
  refine ⟨fun h => (averaged_reverses_iff T).mp h.2,
    fun h => ⟨?_, (averaged_reverses_iff T).mpr h⟩⟩
  -- W = T² is linear and injective, hence surjective
  let W : V →ₗ[ℂ] V :=
    { toFun := fun x => T (T x)
      map_add' := by intro x y; simp only [map_add]
      map_smul' := by
        intro c x
        simp only [LinearMap.map_smulₛₗ, starRingEnd_self_apply, RingHom.id_apply] }
  have hinj : Function.Injective W := by
    rw [injective_iff_map_eq_zero]
    intro x hx
    have hx' : T (T x) = 0 := hx
    have h0 := h x x
    rw [hx', inner_zero_left] at h0
    exact inner_self_eq_zero.mp h0.symm
  have hsurj : Function.Surjective W := LinearMap.injective_iff_surjective.mp hinj
  constructor
  · intro a b hab
    apply hinj
    show T (T a) = T (T b)
    rw [hab]
  · intro y
    obtain ⟨x, hx⟩ := hsurj y
    exact ⟨T x, hx⟩
```

The hypothesis `[FiniteDimensional ℂ V]` is consumed in one line, `hsurj`, through `LinearMap.injective_iff_surjective`. The forward implication discards bijectivity and is `averaged_reverses_iff` again. In infinite dimension the backward implication fails: on square-summable sequences, \(T(x_0,x_1,\dots)=(0,\bar x_0,\bar x_1,\dots)\) has an isometric square and reverses the averaged form, yet it misses \((1,0,0,\dots)\).

## An operator that already reverses the given product

Physical time reversal is taken to reverse the given product, \(\langle Tx,Ty\rangle=\langle y,x\rangle\), so that it preserves transition probabilities, and this is the assumption that the construction avoids. Where it does hold, \(\langle Ty,Tx\rangle=\langle x,y\rangle\) and
\[ (x,y)=2\langle x,y\rangle , \]
so orthogonality and ratios of lengths are unchanged.

```lean
/-- If `T` satisfies `⟨Tx,Ty⟩ = ⟨y,x⟩` for the original inner product, the averaged form is
twice the original inner product. -/
theorem averaged_of_reverses (T : V →ₛₗ[starRingEnd ℂ] V)
    (h : ∀ x y, ⟪T x, T y⟫_ℂ = ⟪y, x⟫_ℂ) (x y : V) :
    averaged T x y = 2 * ⟪x, y⟫_ℂ := by
  rw [averaged, h y x]
  ring
```

The proof substitutes `h y x` into the second term and adds. Neither the square of \(T\) nor bijectivity is involved.

## The sign \(-1\) separates \(x\) from \(Tx\)

For \(T^2=-1\),
\[ (x,Tx)=\langle x,Tx\rangle+\langle T^2x,Tx\rangle=\langle x,Tx\rangle-\langle x,Tx\rangle=0 . \]

```lean
/-- If `T² = -1`, every `x` is orthogonal to `Tx` in the averaged form. -/
theorem averaged_orthogonal (T : V →ₛₗ[starRingEnd ℂ] V) (hT : ∀ x, T (T x) = -x) (x : V) :
    averaged T x (T x) = 0 := by
  rw [averaged, hT x, inner_neg_left]
  ring
```

Here `hT` is written directly as `T (T x) = -x`, and `inner_neg_left` moves the sign out of the first slot. The orthogonality is in the averaged form, and it carries over to the given product when the two are proportional as above. Linear independence does not depend on the product. Let \(x\ne0\) and \(ax+b\,Tx=0\) with complex \(a,b\). Taking the averaged product with \(x\) gives \(a\,(x,x)+b\,(x,Tx)=a\,(x,x)=0\), and \((x,x)\neq0\) forces \(a=0\). If \(Tx\) were zero, then \(-x=T(Tx)=0\); so \(Tx\ne0\) and \(b=0\).

```lean
/-- If `T` is conjugate-linear with `T² = -1` and `x ≠ 0`, then `x` and `Tx` are linearly
independent. -/
theorem pair_linearIndependent (T : V →ₛₗ[starRingEnd ℂ] V) (hT : ∀ x, T (T x) = -x)
    (x : V) (hx : x ≠ 0) : LinearIndependent ℂ ![x, T x] := by
  rw [LinearIndependent.pair_iff]
  intro a b hab
  have hB := averaged_isInnerProduct T
  -- take the averaged product of the relation with x
  have h0 : averaged T x (a • x + b • T x) = 0 := by
    rw [hab]
    simp [averaged]
  rw [hB.add_right, hB.smul_right, hB.smul_right, averaged_orthogonal T hT x,
    mul_zero, add_zero] at h0
  have hne : averaged T x x ≠ 0 := by
    intro h
    have hp := hB.pos x hx
    rw [h, Complex.zero_re] at hp
    exact lt_irrefl _ hp
  have ha : a = 0 := (mul_eq_zero.mp h0).resolve_right hne
  have hTx : T x ≠ 0 := by
    intro h
    have h1 := hT x
    rw [h, map_zero] at h1
    exact hx (neg_eq_zero.mp h1.symm)
  rw [ha, zero_smul, zero_add] at hab
  exact ⟨ha, (smul_eq_zero.mp hab).resolve_right hTx⟩
```

`LinearIndependent.pair_iff` turns independence of `![x, T x]` into the statement about \(a\) and \(b\). Then `h0` is the projected relation, `hne` uses `hx` through positivity, and `hTx` uses `hT` and `hx` once more. With \(T^2=+1\) the conclusion is false: componentwise conjugation fixes every real vector. No Hamiltonian occurs in these theorems, so they contain the pairing of \(x\) with \(Tx\) that underlies Kramers degeneracy but no statement about energy levels, which would need an operator commuting with \(T\) and a real eigenvalue.

## The map on \(\mathbb{C}^2\) for real \(s\)

```lean
/-- The conjugate-linear map `(a,b) ↦ (2 s conj b, conj a / 2)` on `ℂ²` for real `s`. -/
def skewed (s : ℝ) :
    EuclideanSpace ℂ (Fin 2) →ₛₗ[starRingEnd ℂ] EuclideanSpace ℂ (Fin 2) where
  toFun v := !₂[2 * (s : ℂ) * conj (v 1), conj (v 0) / 2]
  map_add' x y := by
    ext i
    fin_cases i <;> simp <;> ring
  map_smul' c x := by
    ext i
    fin_cases i <;> simp <;> ring
```

`skewed s` is the map of the opening, with `v 0` and `v 1` for \(x_0\) and \(x_1\), now for any real \(s\). Reality of \(s\) is what makes the square a multiple of the identity; a complex \(s\) would give \((s\,x_0,\ \bar s\,x_1)\). The theorem below states that \(T^2=s\) and that \(\langle Tx,Ty\rangle=\langle y,x\rangle\) fails for the standard product. The first part is checked component by component, and the second by evaluating at \(x=y=(1,0)\), where the two sides are \(1/4\) and \(1\). At \(s=\pm1\) the map therefore has square \(\pm1\), as `averaged_antiunitary` requires, without being antiunitary for the product that \(\mathbb{C}^2\) came with.

```lean
/-- The map `skewed s` squares to `s` and violates `⟨Tx,Ty⟩ = ⟨y,x⟩` for the standard inner
product of `ℂ²`. -/
theorem skewed_witness (s : ℝ) :
    (∀ x, skewed s (skewed s x) = (s : ℂ) • x) ∧
      ¬ ∀ x y, ⟪skewed s x, skewed s y⟫_ℂ = ⟪y, x⟫_ℂ := by
  constructor
  · intro x
    ext i
    fin_cases i <;> simp [skewed, map_ofNat] <;> ring
  · intro h
    -- on (1,0) the two sides are 1/4 and 1
    have h1 := h !₂[1, 0] !₂[1, 0]
    simp only [PiLp.inner_apply, RCLike.inner_apply, Fin.sum_univ_two] at h1
    norm_num [skewed, map_ofNat] at h1

end

end AveragedAntiunitary
```

```lean
#print axioms AveragedAntiunitary.averaged_isInnerProduct
#print axioms AveragedAntiunitary.averaged_antiunitary
#print axioms AveragedAntiunitary.averaged_of_reverses
#print axioms AveragedAntiunitary.pair_linearIndependent
```

```
'AveragedAntiunitary.averaged_isInnerProduct' depends on axioms: [propext, Classical.choice, Quot.sound]
'AveragedAntiunitary.averaged_antiunitary' depends on axioms: [propext, Classical.choice, Quot.sound]
'AveragedAntiunitary.averaged_of_reverses' depends on axioms: [propext, Classical.choice, Quot.sound]
'AveragedAntiunitary.pair_linearIndependent' depends on axioms: [propext, Classical.choice, Quot.sound]
```
